# Rows of p(H) for a finite-range H are exact with a buffer set by the degree of p

Let $\iota$ be a finite set of sites with one orbital each, and let $H$ be a matrix with entries $H_{ab}$ in a commutative ring $R$. The physical cases are $R=\mathbb R$ and $R=\mathbb C$, with $H$ a one-particle Hamiltonian in an orthonormal basis. For a polynomial $p(x)=\sum_m c_m x^m$, the matrix $p(H)=\sum_m c_m H^m$ is written `aeval H p`, and `H i` is row $i$.

In Lean 4 with Mathlib:

```lean
import Mathlib

open scoped Matrix Polynomial
open Polynomial (aeval)

namespace FiniteBufferExactness

variable {ι R : Type*} [Fintype ι] [DecidableEq ι] [CommRing R]
```

Distances $d(a,b)$ are natural numbers with $d(a,a)=0$ and $d(a,c)\le d(a,b)+d(b,c)$. Symmetry is not needed.

```lean
/-- An integer distance between sites: zero from a site to itself and obeying the
triangle inequality. -/
structure SiteDistance (ι : Type*) where
  d : ι → ι → ℕ
  d_self : ∀ a, d a a = 0
  d_triangle : ∀ a b c, d a c ≤ d a b + d b c
```

A matrix has range $r$ if $H_{ab}=0$ whenever $d(a,b)>r$. This stands for a tight-binding model whose hopping is cut off at a finite distance.

```lean
/-- `H` has range `r`: it does not couple sites further apart than `r`. -/
def HasRange (D : SiteDistance ι) (r : ℕ) (H : Matrix ι ι R) : Prop :=
  ∀ a b, r < D.d a b → H a b = 0
```

The buffer of order $k$ around site $i$ contains the sites $l$ with $d(i,l)+r\le kr$. For $k\ge1$ this means $d(i,l)\le(k-1)r$.

```lean
/-- Site `l` lies in the buffer of order `k` around site `i` for couplings of range `r`:
its distance from `i` plus `r` is at most `k r`. -/
def InBuffer (D : SiteDistance ι) (r k : ℕ) (i l : ι) : Prop :=
  D.d i l + r ≤ k * r
```

A second matrix $H'$ represents the system as a local calculation sees it. It must have the same full rows as $H$ at every buffer site; elsewhere it is arbitrary.

```lean
/-- The rows of `H` and `H'` coincide at every site of the buffer of order `k` around `i`. -/
def AgreeOnBuffer (D : SiteDistance ι) (r k : ℕ) (i : ι) (H H' : Matrix ι ι R) : Prop :=
  ∀ l, InBuffer D r k i l → H l = H' l
```

On an open chain the sites are $0,\dots,n-1$ and $d(a,b)=|a-b|$.

```lean
/-- The distance `|a - b|` on a chain of `n` sites. -/
def chainDistance (n : ℕ) : SiteDistance (Fin n) where
  d a b := Nat.dist a.val b.val
  d_self a := Nat.dist_self a.val
  d_triangle a b c := Nat.dist.triangle_inequality a.val b.val c.val
```

Tridiagonal then means range $1$, and the buffer condition becomes $|i-l|<k$.

```lean
/-- A tridiagonal matrix on a chain: entries vanish for `|a - b| > 1`. -/
def IsTridiagonal {n : ℕ} (H : Matrix (Fin n) (Fin n) R) : Prop :=
  ∀ a b : Fin n, 1 < Nat.dist a.val b.val → H a b = 0
```

Two matrices will serve to test the degree bound: a chain with hopping amplitude $t$ between neighbours,

```lean
/-- Nearest-neighbour hopping of amplitude `t` on an open chain of `n` sites. -/
def hoppingChain (n : ℕ) (t : R) : Matrix (Fin n) (Fin n) R :=
  Matrix.of fun a b => if Nat.dist a.val b.val = 1 then t else 0
```

and an energy shift $\varepsilon$ on a single site $s$.

```lean
/-- An on-site energy shift `ε` at the single site `s`. -/
def onSiteShift {n : ℕ} (s : Fin n) (ε : R) : Matrix (Fin n) (Fin n) R :=
  Matrix.diagonal fun a => if a = s then ε else 0
```

## From powers to polynomials

Since $p(A)_{ab}=\sum_m c_m (A^m)_{ab}$, it suffices to compare powers up to the degree of $p$. The lemma allows $A$ and $B$ to have different sizes, which the fragment result will need.

```lean
/-- If an entry of `A ^ m` equals an entry of `B ^ m` for all `m ≤ N`, the same entries of
`p(A)` and `p(B)` are equal for every polynomial of degree at most `N`. -/
theorem aeval_apply_eq_of_pow {κ : Type*} [Fintype κ] [DecidableEq κ]
    (A : Matrix ι ι R) (B : Matrix κ κ R) {a b : ι} {a' b' : κ} {N : ℕ}
    (h : ∀ m, m ≤ N → (A ^ m) a b = (B ^ m) a' b') (p : R[X]) (hp : p.natDegree ≤ N) :
    (aeval A p : Matrix ι ι R) a b = (aeval B p : Matrix κ κ R) a' b' := by
  rw [Polynomial.aeval_eq_sum_range' (Nat.lt_succ_of_le hp) A,
    Polynomial.aeval_eq_sum_range' (Nat.lt_succ_of_le hp) B]
  simp only [Matrix.sum_apply, Matrix.smul_apply]
  refine Finset.sum_congr rfl fun m hm => ?_
  rw [h m (Nat.lt_succ_iff.mp (Finset.mem_range.mp hm))]
```

## How far a power of H reaches

If $d(i,j)>mr$, then $(H^m)_{ij}=0$. For $m=0$ the sites differ, so the identity matrix has a zero there. For the next power, write
$$(H^{m+1})_{ij}=\sum_l (H^m)_{il}H_{lj},\qquad d(i,j)>(m+1)r.$$
If $d(i,l)>mr$, the first factor vanishes by induction. Otherwise the triangle inequality gives $d(l,j)\ge d(i,j)-d(i,l)>r$, and the second factor vanishes. The `by_cases` in the proof is this distinction.

```lean
section General

variable {D : SiteDistance ι} {r k : ℕ} {H H' : Matrix ι ι R}

/-- For `H` of range `r`, the power `H ^ m` has no entry between sites further apart
than `m r`. -/
theorem pow_apply_eq_zero (hH : HasRange D r H) (i : ι) (m : ℕ) :
    ∀ j, m * r < D.d i j → (H ^ m) i j = 0 := by
  induction m with
  | zero =>
    intro j hj
    have hij : i ≠ j := by
      intro h
      rw [← h, D.d_self] at hj
      exact Nat.not_lt_zero _ hj
    rw [pow_zero, Matrix.one_apply_ne hij]
  | succ m ih =>
    intro j hj
    rw [pow_succ, Matrix.mul_apply]
    refine Finset.sum_eq_zero fun l _ => ?_
    by_cases hl : m * r < D.d i l
    · rw [ih l hl, zero_mul]
    · -- the intermediate site is reachable, so the last hop is too long
      have ht := D.d_triangle i l j
      have h1 : r < D.d l j := by
        rw [add_mul, one_mul] at hj
        omega
      rw [hH l j h1, mul_zero]
```

## Exact rows

Now suppose $(H^m)_{il}=(H'^m)_{il}$ for all $l$, with $m+1\le k$. In
$$(H'^{m+1})_{ij}=\sum_l (H^m)_{il}H'_{lj}$$
only sites with $d(i,l)\le mr$ contribute. They satisfy $d(i,l)+r\le(m+1)r\le kr$, so they lie in the buffer, where $H'_{lj}=H_{lj}$. The sum is therefore $(H^{m+1})_{ij}$. Only $H$ needs finite range.

```lean
/-- If `H` has range `r` and agrees with `H'` on the buffer of order `k` around `i`, then
row `i` of `H ^ m` equals row `i` of `H' ^ m` for all `m ≤ k`. -/
theorem pow_row_eq {i : ι} (hH : HasRange D r H) (hA : AgreeOnBuffer D r k i H H') (m : ℕ) :
    m ≤ k → (H ^ m) i = (H' ^ m) i := by
  induction m with
  | zero =>
    intro _
    simp only [pow_zero]
  | succ m ih =>
    intro hm
    funext j
    rw [pow_succ H m, pow_succ H' m, Matrix.mul_apply, Matrix.mul_apply]
    refine Finset.sum_congr rfl fun l _ => ?_
    have hprev : (H ^ m) i l = (H' ^ m) i l := congrFun (ih (by omega)) l
    rw [← hprev]
    by_cases hl : m * r < D.d i l
    · rw [pow_apply_eq_zero hH i m l hl]
      simp
    · -- a site reached in `m < k` steps lies in the buffer
      have h1 : (m + 1) * r ≤ k * r := Nat.mul_le_mul_right r hm
      rw [add_mul, one_mul] at h1
      have hb : InBuffer D r k i l := by
        unfold InBuffer
        omega
      have hrow : H l j = H' l j := congrFun (hA l hb) j
      rw [hrow]
```

Summing over powers with the coefficients $c_m$ gives the result for every $p$ of degree at most $k$.

```lean
/-- If `H` has range `r` and agrees with `H'` on the buffer of order `k` around `i`, then
row `i` of `p(H)` equals row `i` of `p(H')` for every polynomial of degree at most `k`. -/
theorem row_exact {i : ι} (hH : HasRange D r H) (hA : AgreeOnBuffer D r k i H H')
    (p : R[X]) (hp : p.natDegree ≤ k) :
    (aeval H p : Matrix ι ι R) i = (aeval H' p : Matrix ι ι R) i := by
  funext j
  exact aeval_apply_eq_of_pow H H' (fun m hm => congrFun (pow_row_eq hH hA m hm) j) p hp
```

The same argument covers a truncated matrix. Let $e$ embed a fragment into the full system, and let $H_F$ be the block of $H$ on it. If the fragment contains the buffer of order $k$ around $e(i)$, then $p(H_F)_{ij}=p(H)_{e(i)e(j)}$ for every fragment site $j$ and every $p$ of degree at most $k$. In the induction, the fragment sum extends to all sites because $(H^m)_{e(i)l}=0$ for every $l$ outside; `Finset.sum_subset` performs this extension.

```lean
/-- Let `H` have range `r` and let a fragment, embedded by `e`, contain the buffer of order `k` around its site `i`. Then
the polynomial of the fragment block of `H` has in row `i` the entries of `p(H)`, for degree
at most `k`. -/
theorem fragment_exact {κ : Type*} [Fintype κ] [DecidableEq κ] (e : κ ↪ ι)
    (hH : HasRange D r H) (i : κ) (hB : ∀ l, InBuffer D r k (e i) l → l ∈ Set.range e)
    (p : R[X]) (hp : p.natDegree ≤ k) (j : κ) :
    (aeval (H.submatrix e e) p : Matrix κ κ R) i j = (aeval H p : Matrix ι ι R) (e i) (e j) := by
  have key : ∀ m, m ≤ k → ∀ c : κ, ((H.submatrix e e) ^ m) i c = (H ^ m) (e i) (e c) := by
    intro m
    induction m with
    | zero =>
      intro _ c
      simp [Matrix.one_apply]
    | succ m ih =>
      intro hm c
      rw [pow_succ (H.submatrix e e) m, pow_succ H m, Matrix.mul_apply, Matrix.mul_apply]
      calc ∑ l, ((H.submatrix e e) ^ m) i l * (H.submatrix e e) l c
          = ∑ l, (H ^ m) (e i) (e l) * H (e l) (e c) :=
            Finset.sum_congr rfl fun l _ => by
              rw [ih (by omega) l, Matrix.submatrix_apply]
        _ = ∑ l ∈ Finset.univ.map e, (H ^ m) (e i) l * H l (e c) :=
            (Finset.sum_map Finset.univ e fun l => (H ^ m) (e i) l * H l (e c)).symm
        _ = ∑ l, (H ^ m) (e i) l * H l (e c) :=
            Finset.sum_subset (Finset.subset_univ _) fun l _ hl => by
              -- sites outside the fragment cannot be reached in `m` steps
              have hout : m * r < D.d (e i) l := by
                by_contra hc
                have h1 : (m + 1) * r ≤ k * r := Nat.mul_le_mul_right r hm
                rw [add_mul, one_mul] at h1
                have hb : InBuffer D r k (e i) l := by
                  unfold InBuffer
                  omega
                obtain ⟨a, ha⟩ := hB l hb
                apply hl
                rw [← ha]
                exact Finset.mem_map_of_mem e (Finset.mem_univ a)
              rw [pow_apply_eq_zero hH (e i) m l hout, zero_mul]
  exact aeval_apply_eq_of_pow _ H (fun m hm => key m hm j) p hp
```

## Diagonal entries and the trace

For Hermitian $H$ and $H'$ the diagonal entry is exact to twice the degree. Split $m\le2k$ as $m=a+b$ with $a,b\le k$:
$$(H^m)_{ii}=\sum_l (H^a)_{il}(H^b)_{li}=\sum_l (H^a)_{il}\,\overline{(H^b)_{il}}.$$
Both factors come from row $i$, which $H'$ reproduces.

```lean
/-- For Hermitian `H` and `H'` agreeing on the buffer of order `k` around `i`, with `H` of
range `r`, the diagonal entries `p(H)_ii` and `p(H')_ii` coincide up to degree `2 k`. -/
theorem diag_exact_of_hermitian [StarRing R] {i : ι} (hH : HasRange D r H)
    (hA : AgreeOnBuffer D r k i H H') (h₁ : H.IsHermitian) (h₂ : H'.IsHermitian)
    (p : R[X]) (hp : p.natDegree ≤ 2 * k) :
    (aeval H p : Matrix ι ι R) i i = (aeval H' p : Matrix ι ι R) i i := by
  -- columns of powers of a Hermitian matrix are conjugates of rows
  have col : ∀ A : Matrix ι ι R, A.IsHermitian → ∀ (b : ℕ) (l : ι),
      (A ^ b) l i = star ((A ^ b) i l) := by
    intro A hA' b l
    have hb : (A ^ b)ᴴ = A ^ b := by rw [Matrix.conjTranspose_pow, hA'.eq]
    have h : ((A ^ b)ᴴ) l i = (A ^ b) l i := by rw [hb]
    rw [Matrix.conjTranspose_apply] at h
    exact h.symm
  refine aeval_apply_eq_of_pow H H' (fun m hm => ?_) p hp
  -- split the exponent into two parts, each at most `k`
  obtain ⟨a, b, ha, hb, rfl⟩ : ∃ a b, a ≤ k ∧ b ≤ k ∧ m = a + b :=
    ⟨min m k, m - min m k, by omega, by omega, by omega⟩
  rw [pow_add H a b, pow_add H' a b, Matrix.mul_apply, Matrix.mul_apply]
  refine Finset.sum_congr rfl fun l _ => ?_
  have e₁ : (H ^ a) i l = (H' ^ a) i l := congrFun (pow_row_eq hH hA a ha) l
  have e₂ : (H ^ b) i l = (H' ^ b) i l := congrFun (pow_row_eq hH hA b hb) l
  rw [col H h₁ b l, col H' h₂ b l, e₁, e₂]
```

Give each site $i$ its own Hermitian matrix $H^{(i)}$, of full size and correct on the buffer around $i$. Then $\operatorname{tr}p(H)=\sum_i p(H^{(i)})_{ii}$ up to degree $2k$.

For non-interacting electrons on finitely many sites, this applies to a polynomial approximation of the Fermi function, with the same polynomial in every local calculation. The error of that approximation itself is not addressed.

```lean
/-- If each site `i` has a Hermitian local matrix agreeing with the Hermitian range-`r` matrix `H`
on its buffer of order `k`, then `tr p(H)` is the sum of the local diagonal entries for degree at
most `2 k`. -/
theorem trace_divide_and_conquer [StarRing R] (hH : HasRange D r H) (h₁ : H.IsHermitian)
    (Hloc : ι → Matrix ι ι R) (h₂ : ∀ i, (Hloc i).IsHermitian)
    (hA : ∀ i, AgreeOnBuffer D r k i H (Hloc i)) (p : R[X]) (hp : p.natDegree ≤ 2 * k) :
    Matrix.trace (aeval H p : Matrix ι ι R) = ∑ i, (aeval (Hloc i) p : Matrix ι ι R) i i := by
  unfold Matrix.trace
  exact Finset.sum_congr rfl fun i _ => diag_exact_of_hermitian hH (hA i) h₁ (h₂ i) p hp
```

## The first error

At degree $k+1$, the equality of row $i$ of $H'^k$ and $H^k$ gives
$$(H'^{k+1})_{ij}-(H^{k+1})_{ij}=\sum_l (H^k)_{il}(H'-H)_{lj}.$$

```lean
/-- If `H` has range `r` and agrees with `H'` on the buffer of order `k` around `i`, then the
difference of row `i` of `H' ^ (k+1)` and of
`H ^ (k+1)` is row `i` of `H ^ k (H' - H)`. -/
theorem first_error {i : ι} (hH : HasRange D r H) (hA : AgreeOnBuffer D r k i H H') (j : ι) :
    (H' ^ (k + 1)) i j - (H ^ (k + 1)) i j = (H ^ k * (H' - H)) i j := by
  have h : ∀ l, (H' ^ k) i l = (H ^ k) i l :=
    fun l => (congrFun (pow_row_eq hH hA k le_rfl) l).symm
  simp only [pow_succ, Matrix.mul_apply, Matrix.sub_apply, mul_sub, Finset.sum_sub_distrib, h]

end General
```

## The chain and its degree bound

With $r=1$, the row result says: if $H$ is tridiagonal and agrees with $H'$ in all rows at distance less than $k$ from $i$, then row $i$ of $p(H)$ equals row $i$ of $p(H')$ for degree at most $k$.

```lean
/-- If `H` is tridiagonal and the rows of `H` and `H'` agree at all sites at distance less than `k`
from `i`, then row `i` of `p(H)` equals row `i` of `p(H')` for every polynomial of degree at most
`k`. -/
theorem chain_row_exact {n k : ℕ} {H H' : Matrix (Fin n) (Fin n) R} (i : Fin n)
    (hH : IsTridiagonal H) (hrow : ∀ l : Fin n, Nat.dist i.val l.val < k → H l = H' l)
    (p : R[X]) (hp : p.natDegree ≤ k) :
    (aeval H p : Matrix (Fin n) (Fin n) R) i = (aeval H' p : Matrix (Fin n) (Fin n) R) i := by
  have hR : HasRange (chainDistance n) 1 H := fun a b h => hH a b h
  have hA : AgreeOnBuffer (chainDistance n) 1 k i H H' := by
    intro l hl
    have h1 : Nat.dist i.val l.val + 1 ≤ k * 1 := hl
    exact hrow l (by omega)
  exact row_exact hR hA p hp
```

To test the bound, let $T$ be the hopping matrix on sites $0,\dots,k$. It is tridiagonal.

```lean
/-- The nearest-neighbour hopping matrix is tridiagonal. -/
theorem hoppingChain_isTridiagonal (n : ℕ) (t : R) : IsTridiagonal (hoppingChain n t) := by
  intro a b h
  show (if Nat.dist a.val b.val = 1 then t else 0) = 0
  rw [if_neg (by omega)]
```

Moreover $(T^m)_{0m}=t^m$ for $m\le k$. In $(T^{m+1})_{0,m+1}=\sum_l(T^m)_{0l}T_{l,m+1}$, sites $l>m$ are out of reach from $0$, and sites $l<m$ are too far from $m+1$. Only $l=m$ remains, contributing $t^m\cdot t$.

```lean
/-- The entry of the `m`-th power of the hopping matrix from site `0` to site `m` is `t ^ m`. -/
theorem hoppingChain_pow_edge (k : ℕ) (t : R) (m : ℕ) :
    ∀ hm : m < k + 1, (hoppingChain (k + 1) t ^ m) 0 ⟨m, hm⟩ = t ^ m := by
  have hT := hoppingChain_isTridiagonal (k + 1) t
  have hR : HasRange (chainDistance (k + 1)) 1 (hoppingChain (k + 1) t) :=
    fun a b h => hT a b h
  induction m with
  | zero =>
    intro hm
    have h0 : (⟨0, hm⟩ : Fin (k + 1)) = 0 := Fin.ext (by simp)
    rw [h0]
    simp
  | succ m ih =>
    intro hm
    have hm' : m < k + 1 := by omega
    -- only the straight path through site `m` contributes
    rw [pow_succ (hoppingChain (k + 1) t) m, Matrix.mul_apply,
      Finset.sum_eq_single (⟨m, hm'⟩ : Fin (k + 1))]
    · have hd : Nat.dist m (m + 1) = 1 := by
        unfold Nat.dist
        omega
      have hop : hoppingChain (k + 1) t ⟨m, hm'⟩ ⟨m + 1, hm⟩ = t := by
        show (if Nat.dist m (m + 1) = 1 then t else 0) = t
        rw [if_pos hd]
      rw [ih hm', hop, pow_succ t m]
    · intro l _ hl
      have hne : l.val ≠ m := fun h => hl (Fin.ext h)
      by_cases hlt : m < l.val
      · have hfar : m * 1 < Nat.dist (0 : Fin (k + 1)).val l.val := by
          simp only [Fin.val_zero, Nat.dist]
          omega
        rw [pow_apply_eq_zero hR 0 m l hfar, zero_mul]
      · have hfar : 1 < Nat.dist l.val (m + 1) := by
          unfold Nat.dist
          omega
        have h0 : hoppingChain (k + 1) t l ⟨m + 1, hm⟩ = 0 := hT l ⟨m + 1, hm⟩ hfar
        rw [h0, mul_zero]
    · intro h
      exact absurd (Finset.mem_univ _) h
```

Now shift the energy of site $k$ by $\varepsilon$. All rows at distance less than $k$ from site $0$ are unchanged, and the error formula gives
$$(T'^{k+1})_{0k}-(T^{k+1})_{0k}=(T^k)_{0k}\,\varepsilon=t^k\varepsilon,$$
where $T'$ is the shifted matrix. For nonzero real $t$ and $\varepsilon$ both matrices are real symmetric and this difference is nonzero, so the degree bound for rows is sharp for every $k$.

```lean
/-- On `k + 1` sites, the hopping chain with and without a shift `ε` at the last site are both
tridiagonal and agree in all rows at distance less than `k` from site `0`, while their
`(k+1)`-th powers differ by `t ^ k * ε` in the entry from site `0` to the last site. -/
theorem buffer_sharp_witness (k : ℕ) (t ε : R) :
    IsTridiagonal (hoppingChain (k + 1) t) ∧
    IsTridiagonal (hoppingChain (k + 1) t + onSiteShift (Fin.last k) ε) ∧
    (∀ l : Fin (k + 1), Nat.dist (0 : Fin (k + 1)).val l.val < k →
      hoppingChain (k + 1) t l = (hoppingChain (k + 1) t + onSiteShift (Fin.last k) ε) l) ∧
    ((hoppingChain (k + 1) t + onSiteShift (Fin.last k) ε) ^ (k + 1)) 0 (Fin.last k)
      - (hoppingChain (k + 1) t ^ (k + 1)) 0 (Fin.last k) = t ^ k * ε := by
  have hT := hoppingChain_isTridiagonal (k + 1) t
  have hR : HasRange (chainDistance (k + 1)) 1 (hoppingChain (k + 1) t) :=
    fun a b h => hT a b h
  have hrow : ∀ l : Fin (k + 1), Nat.dist (0 : Fin (k + 1)).val l.val < k →
      hoppingChain (k + 1) t l = (hoppingChain (k + 1) t + onSiteShift (Fin.last k) ε) l := by
    intro l hl
    funext j
    have hl' : l ≠ Fin.last k := by
      intro h
      rw [h] at hl
      simp only [Fin.val_zero, Fin.val_last, Nat.dist] at hl
      omega
    have h0 : onSiteShift (Fin.last k) ε l j = 0 := by
      simp [onSiteShift, Matrix.diagonal_apply, hl']
    rw [Matrix.add_apply, h0, add_zero]
  refine ⟨hT, ?_, hrow, ?_⟩
  · intro a b h
    have hab : a ≠ b := by
      intro hab
      rw [hab, Nat.dist_self] at h
      omega
    have h0 : onSiteShift (Fin.last k) ε a b = 0 := by
      unfold onSiteShift
      exact Matrix.diagonal_apply_ne _ hab
    rw [Matrix.add_apply, hT a b h, h0, add_zero]
  · have hA : AgreeOnBuffer (chainDistance (k + 1)) 1 k 0 (hoppingChain (k + 1) t)
        (hoppingChain (k + 1) t + onSiteShift (Fin.last k) ε) := by
      intro l hl
      have h1 : Nat.dist (0 : Fin (k + 1)).val l.val + 1 ≤ k * 1 := hl
      exact hrow l (by omega)
    have hedge : (hoppingChain (k + 1) t ^ k) 0 (Fin.last k) = t ^ k :=
      hoppingChain_pow_edge k t k (Nat.lt_succ_self k)
    have hd : (hoppingChain (k + 1) t ^ k * onSiteShift (Fin.last k) ε) 0 (Fin.last k)
        = (hoppingChain (k + 1) t ^ k) 0 (Fin.last k) * ε := by
      simp [onSiteShift, Matrix.mul_diagonal]
    rw [first_error hR hA (Fin.last k), add_sub_cancel_left, hd, hedge]

end FiniteBufferExactness
```

```lean
#print axioms FiniteBufferExactness.fragment_exact
#print axioms FiniteBufferExactness.diag_exact_of_hermitian
#print axioms FiniteBufferExactness.trace_divide_and_conquer
#print axioms FiniteBufferExactness.chain_row_exact
```

```
'FiniteBufferExactness.fragment_exact' depends on axioms: [propext, Classical.choice, Quot.sound]
'FiniteBufferExactness.diag_exact_of_hermitian' depends on axioms: [propext, Classical.choice, Quot.sound]
'FiniteBufferExactness.trace_divide_and_conquer' depends on axioms: [propext, Classical.choice, Quot.sound]
'FiniteBufferExactness.chain_row_exact' depends on axioms: [propext, Classical.choice, Quot.sound]
```
